# A complete S-orthonormal set of generalized eigenvectors with real levels makes the Hamiltonian matrix Hermitian

In a finite basis, let `H` and `S` be complex square matrices, and suppose there are as many states ψₘ as basis functions, with ψᵢ†Sψⱼ = δᵢⱼ and Hψₘ = eₘSψₘ for real levels eₘ. The theorem `IsEigenbasis.isHermitian` states that `H` is then Hermitian; neither `H` nor `S` is assumed to be so. The proof takes the spectral form H = BDB† from the preceding theorem, where B = SC, C has the states as its columns and D is the diagonal matrix of levels. Since D is real and diagonal, it equals its own adjoint, and taking the adjoint of BDB† should give the same product back.

This version doesn't compile in Lean 4 with Mathlib:

```lean
import Mathlib

open Matrix
open scoped ComplexOrder

namespace UltrasoftSternheimer

noncomputable section

variable {n : Type*} [Fintype n] [DecidableEq n]

/-- The states `ψ m` are S-orthonormal, as many as there are basis functions, and solve the
generalized eigenvalue problem `H ψ = e S ψ` with real levels `e m`. -/
structure IsEigenbasis (H S : Matrix n n ℂ) (ψ : n → n → ℂ) (e : n → ℝ) : Prop where
  orthonormal : ∀ i j, star (ψ i) ⬝ᵥ (S *ᵥ ψ j) = if i = j then 1 else 0
  eigen : ∀ m, H *ᵥ ψ m = (e m : ℂ) • (S *ᵥ ψ m)

/-- The matrix whose columns are the states. -/
def stateMatrix (ψ : n → n → ℂ) : Matrix n n ℂ := Matrix.of fun i m => ψ m i

/-- A complete S-orthonormal eigenbasis gives the spectral form `H = B diag(e) B†` with
`B = S C`, where `C` is the matrix of states and `C B† = 1`. -/
theorem IsEigenbasis.spectral {H S : Matrix n n ℂ} {ψ : n → n → ℂ} {e : n → ℝ}
    (h : IsEigenbasis H S ψ e) :
    stateMatrix ψ * (S * stateMatrix ψ)ᴴ = 1 ∧
      H = (S * stateMatrix ψ) * diagonal (fun m => (e m : ℂ)) * (S * stateMatrix ψ)ᴴ := by
  have h1 : (stateMatrix ψ)ᴴ * (S * stateMatrix ψ) = 1 := by
    ext i j
    rw [Matrix.one_apply]
    exact h.orthonormal i j
  -- for square matrices orthonormality implies completeness
  have h2 : (S * stateMatrix ψ)ᴴ * stateMatrix ψ = 1 := by
    have := congrArg conjTranspose h1
    rwa [conjTranspose_mul, conjTranspose_conjTranspose, conjTranspose_one] at this
  have h3 : stateMatrix ψ * (S * stateMatrix ψ)ᴴ = 1 := mul_eq_one_comm.mp h2
  have h4 : H * stateMatrix ψ = (S * stateMatrix ψ) * diagonal (fun m => (e m : ℂ)) := by
    ext i m
    rw [Matrix.mul_diagonal, mul_comm]
    exact congrFun (h.eigen m) i
  refine ⟨h3, ?_⟩
  rw [← h4, Matrix.mul_assoc, h3, Matrix.mul_one]

/-- An operator with a complete S-orthonormal eigenbasis and real levels is Hermitian. -/
theorem IsEigenbasis.isHermitian {H S : Matrix n n ℂ} {ψ : n → n → ℂ} {e : n → ℝ}
    (h : IsEigenbasis H S ψ e) : H.IsHermitian := by
  have hD : (diagonal (fun m => (e m : ℂ)))ᴴ = diagonal (fun m => (e m : ℂ)) := by
    rw [diagonal_conjTranspose]
    congr 1
    ext m
    simp
  change Hᴴ = H
  rw [h.spectral.2, conjTranspose_mul, conjTranspose_mul, conjTranspose_conjTranspose, hD,
    Matrix.mul_assoc]

end

end UltrasoftSternheimer
```

The error:

```
Main.lean:52:58: error: Tactic `rewrite` failed: Did not find an occurrence of the pattern
  ?Mᴴᴴ
in the target expression
  ((stateMatrix ψ)ᴴ * Sᴴ)ᴴ * (S * stateMatrix ψ * diagonal fun m => ↑(e m))ᴴ =
    (S * stateMatrix ψ * diagonal fun m => ↑(e m)) * ((stateMatrix ψ)ᴴ * Sᴴ)

n : Type u_1
inst✝¹ : Fintype n
inst✝ : DecidableEq n
H S : Matrix n n ℂ
ψ : n → n → ℂ
e : n → ℝ
h : IsEigenbasis H S ψ e
hD : (diagonal fun m => ↑(e m))ᴴ = diagonal fun m => ↑(e m)
⊢ ((stateMatrix ψ)ᴴ * Sᴴ)ᴴ * (S * stateMatrix ψ * diagonal fun m => ↑(e m))ᴴ =
    (S * stateMatrix ψ * diagonal fun m => ↑(e m)) * ((stateMatrix ψ)ᴴ * Sᴴ)
```

Cause. The error says that `rw` found no double adjoint `?Mᴴᴴ` for `conjTranspose_conjTranspose` to remove. There had been one. The first `conjTranspose_mul` turns the adjoint of BDB† into `Bᴴᴴ * (B * D)ᴴ`, and the second was meant to split `(B * D)ᴴ`. But B is written out as `S * stateMatrix ψ`, so its own adjoint is also the adjoint of a product, and the second rewrite acted on that instead. The printed goal shows the result: `((stateMatrix ψ)ᴴ * Sᴴ)ᴴ` stands where the double adjoint was, and the adjoint of the product with the diagonal matrix is still unsplit.

The repair names the spectral identity `hs`, so that `generalize` can replace `S * stateMatrix ψ` in it by a single variable `B`. After rewriting with `hs`, `Bᴴ` is no longer the adjoint of a visible product, so the second `conjTranspose_mul` can only split `(B * D)ᴴ`. The double adjoint survives for the next rewrite, and `hD` and `Matrix.mul_assoc` finish the proof.

As a diff, the version that Lean accepts:

```diff
@@ -50,5 +50,7 @@
     simp
   change Hᴴ = H
-  rw [h.spectral.2, conjTranspose_mul, conjTranspose_mul, conjTranspose_conjTranspose, hD,
+  have hs := h.spectral.2
+  generalize S * stateMatrix ψ = B at hs
+  rw [hs, conjTranspose_mul, conjTranspose_mul, conjTranspose_conjTranspose, hD,
     Matrix.mul_assoc]
 
```
